# Self-energy noise at high Matsubara frequency: quadratic amplification by the Dyson equation, at most linear by the improved estimator

After a Monte Carlo impurity solver has measured the Green's function G(iw), a DMFT calculation usually turns it into a self-energy. One route inverts the Dyson equation. Another measures a second correlator F = ΣG and takes the ratio F/G, the improved estimator. The bounds below compare how the two routes pass on sampling noise, for the normalised G of a single orbital with finitely many poles, at frequencies w no smaller than any pole energy in modulus, and for noise in G of at most half the signal. The Dyson error is then at least (2/3)w² times the noise in G, while the error of the ratio grows at most linearly in w for given noise, provided that |F| is at most a constant divided by w.

## Pole sums and two ways to the self-energy

The poles are labelled by j in a finite index set, called `ι` in the code, as for an impurity with a finite bath.

In Lean 4 with Mathlib:

```lean
import Mathlib

open Complex

namespace SelfEnergyNoise

noncomputable section

variable {ι : Type*} [Fintype ι]
```

A correlator with complex residues r_j at real energies e_j has, at the Matsubara frequency w, the value

  Σ_j r_j / (iw − e_j).

Energies are measured from the chemical potential, with ħ = 1.

```lean
/-- A correlator at Matsubara frequency `w ≠ 0` with residues `r j` at the real energies `e j`. -/
def poleSum (r : ι → ℂ) (e : ι → ℝ) (w : ℝ) : ℂ :=
  ∑ j, r j / (I * (w : ℂ) - (e j : ℂ))
```

For the Green's function, the residues are real spectral weights p_j:

  G = Σ_j p_j / (iw − e_j).

The theorems will require p_j ≥ 0 and Σ_j p_j = 1, which is the normalisation of a single fermionic orbital.

```lean
/-- The Green's function at Matsubara frequency `w ≠ 0` with real spectral weights `p j`
at the energies `e j`. -/
def greens (p e : ι → ℝ) (w : ℝ) : ℂ :=
  poleSum (fun j => (p j : ℂ)) e w
```

Let a be the inverse bare propagator of the impurity, including its bath. The Dyson equation gives

  Σ = a − 1/G.

In a DMFT iteration a is an input, so it is taken as free of noise.

```lean
/-- The self-energy from the Dyson equation, for an inverse bare propagator `a` and a
Green's function `G ≠ 0`. -/
def dysonSelfEnergy (a G : ℂ) : ℂ := a - G⁻¹
```

The improved estimator is

  Σ = F/G.

```lean
/-- The improved estimator of the self-energy: the ratio of the correlator `F` to the
Green's function `G ≠ 0`. -/
def improvedSelfEnergy (F G : ℂ) : ℂ := F / G
```

The two definitions agree on exact data when F = aG − 1. The theorems do not need this relation: each estimator is compared with its own noise-free value, and F is any complex number of bounded size.

## The size of the correlators

The imaginary part of iw − e_j is w, so |iw − e_j| ≥ w for w > 0. The triangle inequality then gives

  |Σ_j r_j / (iw − e_j)| ≤ (Σ_j |r_j|) / w.

```lean
/-- A correlator at frequency `w > 0` is at most the sum of the moduli of its residues,
divided by `w`. -/
theorem norm_poleSum_le (r : ι → ℂ) (e : ι → ℝ) {w : ℝ} (hw : 0 < w) :
    ‖poleSum r e w‖ ≤ (∑ j, ‖r j‖) / w := by
  unfold poleSum
  rw [Finset.sum_div]
  refine norm_sum_le_of_le _ fun j _ => ?_
  rw [norm_div]
  -- the imaginary part of the denominator is the frequency
  have h : w ≤ ‖I * (w : ℂ) - (e j : ℂ)‖ := by
    have h1 := Complex.abs_im_le_norm (I * (w : ℂ) - (e j : ℂ))
    have h2 : (I * (w : ℂ) - (e j : ℂ)).im = w := by simp
    rw [h2] at h1
    exact (le_abs_self w).trans h1
  exact div_le_div_of_nonneg_left (norm_nonneg _) hw h
```

The inner step `h` is the bound on the denominator, and `norm_sum_le_of_le` applies the triangle inequality. The lemma also motivates the later assumption |F| ≤ C/w: it holds for every finite pole sum whose residues have moduli adding up to at most C. The constant C is an energy scale set by the interaction, since F contains the commutator of the orbital operator with the interaction term.

For G a lower bound is needed as well, because both estimators divide by it. Each pole contributes the imaginary part

  Im [p_j / (iw − e_j)] = −p_j w / (e_j² + w²).

If |e_j| ≤ w, then e_j² + w² ≤ 2w², and the contribution is at most −p_j/(2w). No contribution is positive, so they cannot cancel. Summing with Σ_j p_j = 1 gives Im G ≤ −1/(2w), and therefore

  1/(2w) ≤ |G| ≤ 1/w,

where the upper bound is the previous estimate with r_j = p_j.

```lean
/-- For non-negative spectral weights with sum one, at energies of modulus at most `w`, the modulus
of the Green's function lies between `1/(2w)` and `1/w`. -/
theorem greens_bounds {p e : ι → ℝ} {w : ℝ} (hw : 0 < w) (hp : ∀ j, 0 ≤ p j)
    (hp1 : ∑ j, p j = 1) (he : ∀ j, |e j| ≤ w) :
    1 / (2 * w) ≤ ‖greens p e w‖ ∧ ‖greens p e w‖ ≤ 1 / w := by
  constructor
  · -- the imaginary part contributed by pole `j` is at most `-p j / (2w)`
    have hterm : ∀ j, ((p j : ℂ) / (I * (w : ℂ) - (e j : ℂ))).im
        ≤ p j * (-(1 / (2 * w))) := by
      intro j
      have hre : (I * (w : ℂ) - (e j : ℂ)).re = -e j := by simp
      have him : (I * (w : ℂ) - (e j : ℂ)).im = w := by simp
      have hn : Complex.normSq (I * (w : ℂ) - (e j : ℂ)) = e j ^ 2 + w ^ 2 := by
        rw [Complex.normSq_apply, hre, him]
        ring
      have hval : ((p j : ℂ) / (I * (w : ℂ) - (e j : ℂ))).im
          = p j * (-(w / (e j ^ 2 + w ^ 2))) := by
        rw [Complex.div_im, hn, hre, him, Complex.ofReal_re, Complex.ofReal_im]
        ring
      have he2 : e j ^ 2 ≤ w ^ 2 := sq_le_sq' (abs_le.mp (he j)).1 (abs_le.mp (he j)).2
      have hfrac : 1 / (2 * w) ≤ w / (e j ^ 2 + w ^ 2) := by
        rw [div_le_div_iff₀ (by positivity) (by positivity)]
        nlinarith
      rw [hval]
      exact mul_le_mul_of_nonneg_left (neg_le_neg hfrac) (hp j)
    have hsum : (greens p e w).im ≤ -(1 / (2 * w)) := by
      simp only [greens, poleSum, Complex.im_sum]
      refine (Finset.sum_le_sum fun j _ => hterm j).trans ?_
      rw [← Finset.sum_mul, hp1, one_mul]
    have h1 := Complex.abs_im_le_norm (greens p e w)
    have h2 := neg_le_abs (greens p e w).im
    linarith
  · have h := norm_poleSum_le (fun j => (p j : ℂ)) e hw
    have hs : ∑ j, ‖(p j : ℂ)‖ = 1 := by
      rw [← hp1]
      refine Finset.sum_congr rfl fun j _ => ?_
      rw [Complex.norm_real, Real.norm_eq_abs, abs_of_nonneg (hp j)]
    rw [hs] at h
    exact h
```

In the code, `hval` is the formula for the imaginary part, `hterm` the bound for one pole and `hsum` the bound for their sum. The hypothesis `he` expresses the high-frequency condition |e_j| ≤ w. The variable w may be any positive real number, so the positive fermionic Matsubara frequencies are included; negative ones are not treated.

## What the noise does to G

Write G + δ for the measured Green's function, where δ is the actual complex deviation in one measurement. If |δ| ≤ |G|/2, the triangle inequality gives

  |G|/2 ≤ |G + δ| ≤ (3/2)|G|.

```lean
/-- Noise of at most half the signal leaves the measured Green's function between one half
and three halves of the exact modulus. -/
theorem noisy_bounds {G δ : ℂ} (hδ : ‖δ‖ ≤ ‖G‖ / 2) :
    ‖G‖ / 2 ≤ ‖G + δ‖ ∧ ‖G + δ‖ ≤ 3 / 2 * ‖G‖ := by
  have h1 := norm_sub_le (G + δ) δ
  rw [add_sub_cancel_right] at h1
  have h2 := norm_add_le G δ
  constructor <;> linarith
```

No probability distribution enters: the bounds hold for each single deviation that meets this condition. Since |G| ≤ 1/w, the condition on δ also limits the frequency range for a given noise level. It is certainly met when |δ| ≤ 1/(4w), so for a fixed small |δ| the bounds hold from the largest |e_j| up to w = 1/(4|δ|). Beyond w = 1/(2|δ|) the condition fails.

## Dyson inversion multiplies the noise by w²

The inverse bare propagator a drops out of the difference between the noisy and the exact self-energy:

  (a − 1/(G + δ)) − (a − 1/G) = 1/G − 1/(G + δ) = δ / (G(G + δ)).

The modulus of the error is therefore |δ| / (|G||G + δ|). The bounds on G and G + δ give

  1/(8w²) ≤ |G||G + δ| ≤ 3/(2w²),

and hence

  (2/3)w²|δ| ≤ |Dyson error| ≤ 8w²|δ|.

```lean
/-- For pole energies of modulus at most `w` and noise of at most half the signal, the error of the
Dyson self-energy is bounded below and above by constants times `w ^ 2` times the noise in the
Green's function. -/
theorem dyson_error_bounds {p e : ι → ℝ} {w : ℝ} (hw : 0 < w) (hp : ∀ j, 0 ≤ p j)
    (hp1 : ∑ j, p j = 1) (he : ∀ j, |e j| ≤ w) (a : ℂ) {δ : ℂ}
    (hδ : ‖δ‖ ≤ ‖greens p e w‖ / 2) :
    2 / 3 * w ^ 2 * ‖δ‖
        ≤ ‖dysonSelfEnergy a (greens p e w + δ) - dysonSelfEnergy a (greens p e w)‖ ∧
      ‖dysonSelfEnergy a (greens p e w + δ) - dysonSelfEnergy a (greens p e w)‖
        ≤ 8 * w ^ 2 * ‖δ‖ := by
  obtain ⟨hl, hu⟩ := greens_bounds hw hp hp1 he
  obtain ⟨nl, nu⟩ := noisy_bounds hδ
  generalize greens p e w = G at *
  have hG : 0 < ‖G‖ := lt_of_lt_of_le (by positivity) hl
  have hGd : 0 < ‖G + δ‖ := by linarith
  rw [div_le_iff₀ (by positivity)] at hl
  rw [le_div_iff₀ hw] at hu
  -- the exact size of the error
  have herr : ‖dysonSelfEnergy a (G + δ) - dysonSelfEnergy a G‖
      = ‖δ‖ / (‖G‖ * ‖G + δ‖) := by
    unfold dysonSelfEnergy
    rw [sub_sub_sub_cancel_left, inv_sub_inv (norm_pos_iff.mp hG) (norm_pos_iff.mp hGd),
      add_sub_cancel_left, norm_div, norm_mul]
  rw [herr]
  constructor
  · rw [le_div_iff₀ (by positivity)]
    have h2 : ‖G + δ‖ * w ≤ 3 / 2 := by nlinarith
    have h := mul_le_mul hu h2 (by positivity) (by norm_num)
    nlinarith [mul_le_mul_of_nonneg_left h (norm_nonneg δ)]
  · rw [div_le_iff₀ (by positivity)]
    have h2 : 1 ≤ ‖G + δ‖ * (4 * w) := by nlinarith
    have h := mul_le_mul hl h2 (by norm_num) (by positivity)
    nlinarith [mul_le_mul_of_nonneg_left h (norm_nonneg δ)]
```

The theorem states both inequalities for every complex `a`. After the size bounds have been obtained, `generalize` replaces the pole sum by a plain complex number G, as nothing else about it is used. The step `herr` is the exact formula for the error, and the two final branches insert the bounds on the denominator.

The smallest case is a single pole at zero energy, G = 1/(iw). With δ = G/2 the Dyson error is w/3, which is exactly (2/3)w²|δ|, so the constant 2/3 is the best possible.

The same pole shows what the noise condition does. Take δ = G, which violates it. The error is |1/G − 1/(2G)| = w/2, whereas (2/3)w²|δ| = 2w/3, and the lower bound fails.

## The ratio F/G passes on at most one power of w

Let η be the noise in F. The error of the ratio separates into two terms:

  (F + η)/(G + δ) − F/G = η/(G + δ) − (F/G) · δ/(G + δ).

The noisy denominator satisfies |G + δ| ≥ 1/(4w). With |F| ≤ C/w, the exact ratio is bounded independently of the frequency:

  |F/G| ≤ (C/w) · 2w = 2C.

The noise δ is thus multiplied by a bounded self-energy and by only one factor 1/(G + δ). Adding the two terms gives

  |error of F/G| ≤ 4w|η| + 8Cw|δ|.

```lean
/-- Main theorem: for pole energies of modulus at most `w`, noise `δ` in the Green's function of at
most half the signal, and `‖F‖ ≤ C / w`, the Dyson error is at least `2 / 3 * w ^ 2 * ‖δ‖`, while
the improved estimator's error is at most `4 * w * ‖η‖ + 8 * C * w * ‖δ‖`, where `η` is the noise in
`F`. -/
theorem quadratic_versus_linear_noise {p e : ι → ℝ} {w C : ℝ} (hw : 0 < w)
    (hp : ∀ j, 0 ≤ p j) (hp1 : ∑ j, p j = 1) (he : ∀ j, |e j| ≤ w) (a : ℂ) {F η δ : ℂ}
    (hF : ‖F‖ ≤ C / w) (hδ : ‖δ‖ ≤ ‖greens p e w‖ / 2) :
    2 / 3 * w ^ 2 * ‖δ‖
        ≤ ‖dysonSelfEnergy a (greens p e w + δ) - dysonSelfEnergy a (greens p e w)‖ ∧
      ‖improvedSelfEnergy (F + η) (greens p e w + δ) - improvedSelfEnergy F (greens p e w)‖
        ≤ 4 * w * ‖η‖ + 8 * C * w * ‖δ‖ := by
  refine ⟨(dyson_error_bounds hw hp hp1 he a hδ).1, ?_⟩
  obtain ⟨hl, -⟩ := greens_bounds hw hp hp1 he
  obtain ⟨nl, -⟩ := noisy_bounds hδ
  generalize greens p e w = G at *
  have hG : 0 < ‖G‖ := lt_of_lt_of_le (by positivity) hl
  have hGd : 0 < ‖G + δ‖ := by linarith
  have hG0 : G ≠ 0 := norm_pos_iff.mp hG
  have hGd0 : G + δ ≠ 0 := norm_pos_iff.mp hGd
  rw [div_le_iff₀ (by positivity)] at hl
  rw [le_div_iff₀ hw] at hF
  have h4 : 1 ≤ ‖G + δ‖ * (4 * w) := by nlinarith
  have hC : 0 ≤ C := le_trans (by positivity) hF
  -- the exact self-energy is bounded uniformly in the frequency
  have hS : ‖F‖ / ‖G‖ ≤ 2 * C := by
    rw [div_le_iff₀ hG]
    nlinarith [mul_le_mul_of_nonneg_left hl (norm_nonneg F),
      mul_le_mul_of_nonneg_left hF hG.le]
  have hdiv : ∀ x : ℝ, 0 ≤ x → x / ‖G + δ‖ ≤ 4 * w * x := by
    intro x hx
    rw [div_le_iff₀ hGd]
    nlinarith [mul_le_mul_of_nonneg_left h4 hx]
  -- separate the noise of the numerator from that of the denominator
  have hsplit : improvedSelfEnergy (F + η) (G + δ) - improvedSelfEnergy F G
      = η / (G + δ) - F / G * (δ / (G + δ)) := by
    unfold improvedSelfEnergy
    field_simp
    ring
  rw [hsplit]
  calc ‖η / (G + δ) - F / G * (δ / (G + δ))‖
      ≤ ‖η / (G + δ)‖ + ‖F / G * (δ / (G + δ))‖ := norm_sub_le _ _
    _ = ‖η‖ / ‖G + δ‖ + ‖F‖ / ‖G‖ * (‖δ‖ / ‖G + δ‖) := by
        rw [norm_mul, norm_div, norm_div, norm_div]
    _ ≤ 4 * w * ‖η‖ + 2 * C * (4 * w * ‖δ‖) :=
        add_le_add (hdiv _ (norm_nonneg η))
          (mul_le_mul hS (hdiv _ (norm_nonneg δ)) (by positivity) (by positivity))
    _ = 4 * w * ‖η‖ + 8 * C * w * ‖δ‖ := by ring
```

The statement puts this upper bound next to the lower bound for the Dyson error, under the same hypotheses on G and δ. For C = 1, in the chosen unit of energy, the second bound reads 4w|η| + 8w|δ|. The bound `hF` on F is assumed. No sign condition on `C` is required, because `hF` already forces C ≥ 0. In the proof, `hsplit` is the separation into two terms, `hS` is |F/G| ≤ 2C, `hdiv` is the bound on 1/|G + δ|, and the `calc` block adds the contributions.

## Linear growth does occur

Suppose that G is known exactly and only F is noisy. Then

  |(F + η)/G − F/G| = |η|/|G| ≥ w|η|,

because |G| ≤ 1/w.

```lean
/-- Noise in the correlator `F` alone changes the improved estimator by at least `w` times
that noise. -/
theorem improved_error_lower {p e : ι → ℝ} {w : ℝ} (hw : 0 < w) (hp : ∀ j, 0 ≤ p j)
    (hp1 : ∑ j, p j = 1) (he : ∀ j, |e j| ≤ w) (F η : ℂ) :
    w * ‖η‖ ≤ ‖improvedSelfEnergy (F + η) (greens p e w)
      - improvedSelfEnergy F (greens p e w)‖ := by
  obtain ⟨hl, hu⟩ := greens_bounds hw hp hp1 he
  have hG : 0 < ‖greens p e w‖ := lt_of_lt_of_le (by positivity) hl
  rw [le_div_iff₀ hw] at hu
  unfold improvedSelfEnergy
  rw [← sub_div, add_sub_cancel_left, norm_div, le_div_iff₀ hG]
  nlinarith [mul_le_mul_of_nonneg_left hu (norm_nonneg η)]
```

The improved estimator therefore still amplifies noise in F by a factor of at least w in this case. The theorem needs no bound on F, which cancels.

## Comparing the two errors directly

If the noise in F is no larger than that in G, |η| ≤ |δ|, the bound for the ratio becomes (4 + 8C)w|δ|. The Dyson lower bound gives w|δ| ≤ (3/(2w)) · |Dyson error|, so that

  |error of F/G| ≤ ((6 + 12C)/w) · |Dyson error|.

```lean
/-- Let `‖F‖ ≤ C / w`, let the pole energies have modulus at most `w`, and let the noise in the
Green's function `G` be at most half the signal. If the noise in `F` does not exceed that in `G`,
the improved estimator's error is at most `(6 + 12 C) / w` times the Dyson error. -/
theorem improved_le_dyson {p e : ι → ℝ} {w C : ℝ} (hw : 0 < w)
    (hp : ∀ j, 0 ≤ p j) (hp1 : ∑ j, p j = 1) (he : ∀ j, |e j| ≤ w) (a : ℂ) {F η δ : ℂ}
    (hF : ‖F‖ ≤ C / w) (hδ : ‖δ‖ ≤ ‖greens p e w‖ / 2) (hη : ‖η‖ ≤ ‖δ‖) :
    ‖improvedSelfEnergy (F + η) (greens p e w + δ) - improvedSelfEnergy F (greens p e w)‖
      ≤ (6 + 12 * C) / w *
        ‖dysonSelfEnergy a (greens p e w + δ) - dysonSelfEnergy a (greens p e w)‖ := by
  obtain ⟨h1, h2⟩ := quadratic_versus_linear_noise (η := η) hw hp hp1 he a hF hδ
  rw [le_div_iff₀ hw] at hF
  have hC : 0 ≤ C := le_trans (by positivity) hF
  have h3 := h2.trans (show 4 * w * ‖η‖ + 8 * C * w * ‖δ‖ ≤ (4 + 8 * C) * (w * ‖δ‖) by
    nlinarith [mul_le_mul_of_nonneg_left hη hw.le])
  rw [div_mul_eq_mul_div, le_div_iff₀ hw]
  -- one power of the frequency is gained over the Dyson equation
  have h4 : 0 ≤ 4 + 8 * C := by positivity
  nlinarith [mul_le_mul_of_nonneg_right h3 hw.le, mul_le_mul_of_nonneg_left h1 h4]

end

end SelfEnergyNoise
```

```lean
#print axioms SelfEnergyNoise.quadratic_versus_linear_noise
#print axioms SelfEnergyNoise.improved_error_lower
#print axioms SelfEnergyNoise.improved_le_dyson
```

```
'SelfEnergyNoise.quadratic_versus_linear_noise' depends on axioms: [propext, Classical.choice, Quot.sound]
'SelfEnergyNoise.improved_error_lower' depends on axioms: [propext, Classical.choice, Quot.sound]
'SelfEnergyNoise.improved_le_dyson' depends on axioms: [propext, Classical.choice, Quot.sound]
```

In the code, `h3` is the simplified bound for the ratio, and the last `nlinarith` combines it with the Dyson lower bound `h1`. F is dimensionless while G is an inverse energy, so the hypothesis `hη` compares numerical values in a fixed unit of energy, and the 6 in the prefactor is likewise an energy in that unit. The inequality guarantees a smaller error for the improved estimator once w > 6 + 12C, provided the Dyson error is not zero. At lower frequencies it leaves open which of the two errors is smaller.
